# Gauge invariance of the total magnetic susceptibility of a nondegenerate level in a finite-matrix model

Move the origin of the vector potential for an ion in a uniform magnetic field, and the diamagnetic and paramagnetic parts of its response generally both change. If their total changed as well, the predicted susceptibility would depend on an arbitrary choice of origin and could not be compared with a measurement. The problems below show that the total is invariant for a level degenerate with no other, when the operators are finite matrices and the gauge change is made by their commutators.

## Energies, field operators and the gauge change

The states are labelled by a finite index set, `ι` in Lean, and operators are complex matrices over it. They may describe one electron or many interacting ones, since only the eigenbasis of the field-free Hamiltonian is used.

```lean
import Mathlib

open Finset Matrix ComplexConjugate

namespace SusceptibilityGauge

noncomputable section

variable {ι : Type*} [Fintype ι] [DecidableEq ι]
```

Write $[A,B]=AB-BA$ for the commutator.

```lean
/-- The commutator `[A, B] = A B - B A` of two operators. -/
def comm (A B : Matrix ι ι ℂ) : Matrix ι ι ℂ := A * B - B * A
```

The field-free Hamiltonian $H$ is diagonal, with real energies $E_k$.

```lean
/-- The field-free Hamiltonian in its eigenbasis, with real energies `E k`. -/
def hamiltonian (E : ι → ℝ) : Matrix ι ι ℂ := Matrix.diagonal fun k => (E k : ℂ)
```

In a field of strength $B$, a number not to be confused with the matrix in $[A,B]$, the Hamiltonian is $H+BX+B^2Y$. Here $X$ contains the coupling to the magnetic moment, and $Y$ is the diamagnetic operator. Adding a gradient proportional to $B$ to the vector potential acts as a unitary transformation $e^{iBL}$, whose Hermitian generator $L$ is a function of the electron positions. Below, $L$ may be any Hermitian matrix, and the transformation is still called a gauge change in this wider sense. Expanding $e^{iBL}(H+BX+B^2Y)e^{-iBL}$ to second order in $B$ gives

$$X'=X+i[L,H],\qquad Y'=Y+i[L,X]-\tfrac12[L,[L,H]].$$

The file takes these two rules as definitions.

```lean
/-- The operator linear in the field after a gauge change: `X + i[L, H]`. -/
def gaugeX (E : ι → ℝ) (L X : Matrix ι ι ℂ) : Matrix ι ι ℂ :=
  X + Complex.I • comm L (hamiltonian E)

/-- The operator quadratic in the field after a gauge change:
`Y + i[L, X] - [L, [L, H]]/2`. -/
def gaugeY (E : ι → ℝ) (L X Y : Matrix ι ι ℂ) : Matrix ι ι ℂ :=
  Y + Complex.I • comm L X - (1 / 2 : ℂ) • comm L (comm L (hamiltonian E))
```

For Hermitian $X$ and a level $g$ degenerate with no other, second-order perturbation theory gives the coefficient of $B^2$ in the energy:

$$W_g(X,Y)=Y_{gg}-\sum_{k\ne g}\frac{|X_{kg}|^2}{E_k-E_g}.$$

This too enters as a definition, not as a derivative of an exact eigenvalue. When $g$ is the ground state, the zero-temperature susceptibility is proportional to $-W_g$. In Lean, `univ.erase g` is the set of levels $k\ne g$, and the result is a complex number, which is real when $Y$ is Hermitian.

```lean
/-- The second-order energy coefficient of level `g`: the diamagnetic term `Y g g` minus the
paramagnetic sum over the other levels. Its domain is a Hermitian `X` and a level `g` degenerate
with no other. -/
def secondOrderEnergy (E : ι → ℝ) (X Y : Matrix ι ι ℂ) (g : ι) : ℂ :=
  Y g g - ∑ k ∈ univ.erase g, ((‖X k g‖ ^ 2 / (E k - E g) : ℝ) : ℂ)
```

## (a) A commutator as a sum over intermediate states

Show that for any two matrices

$$[A,B]_{ij}=\sum_k\left(A_{ik}B_{kj}-B_{ik}A_{kj}\right).$$

The matrix product gives $(AB)_{ij}=\sum_kA_{ik}B_{kj}$ and $(BA)_{ij}=\sum_kB_{ik}A_{kj}$. Subtract, and combine the two sums into one.

```lean
omit [DecidableEq ι] in
/-- A commutator element is a sum over intermediate states. -/
theorem comm_apply (A B : Matrix ι ι ℂ) (i j : ι) :
    comm A B i j = ∑ k, (A i k * B k j - B i k * A k j) := by
  simp only [comm, Matrix.sub_apply, Matrix.mul_apply, Finset.sum_sub_distrib]
```

## (b) The commutator with the Hamiltonian

Show that commuting with $H$ multiplies each matrix element by an energy difference:

$$[L,H]_{ij}=L_{ij}(E_j-E_i).$$

Since $H$ is diagonal, $(LH)_{ij}=L_{ij}E_j$ and $(HL)_{ij}=E_iL_{ij}$. Their difference is the claim. The lemmas `Matrix.mul_diagonal` and `Matrix.diagonal_mul` supply these two products.

```lean
/-- The commutator with the Hamiltonian multiplies each matrix element by an energy
difference. -/
theorem comm_hamiltonian_apply (E : ι → ℝ) (L : Matrix ι ι ℂ) (i j : ι) :
    comm L (hamiltonian E) i j = L i j * ((E j : ℂ) - E i) := by
  simp only [comm, hamiltonian, Matrix.sub_apply, Matrix.mul_diagonal, Matrix.diagonal_mul]
  ring
```

## (c) The new linear operator

Find the matrix elements of $X'$:

$$X'_{ij}=X_{ij}-i(E_i-E_j)L_{ij}.$$

Insert (b) into the definition: $X'_{ij}=X_{ij}+iL_{ij}(E_j-E_i)$. Reversing the energy difference changes the sign.

```lean
/-- A gauge change adds `-i (E i - E j) L i j` to the element `X i j` of the linear operator. -/
theorem gaugeX_apply (E : ι → ℝ) (L X : Matrix ι ι ℂ) (i j : ι) :
    gaugeX E L X i j = X i j - Complex.I * ((E i : ℂ) - E j) * L i j := by
  simp only [gaugeX, Matrix.add_apply, Matrix.smul_apply, smul_eq_mul, comm_hamiltonian_apply]
  ring
```

## (d) The new diamagnetic term

Write the diagonal element of $Y'$ as a sum over intermediate states:

$$Y'_{gg}=Y_{gg}+\sum_k\left[i(L_{gk}X_{kg}-X_{gk}L_{kg})+(E_k-E_g)L_{gk}L_{kg}\right].$$

By (a), the term $i[L,X]_{gg}$ gives the first part of the bracket. For the double commutator set $C=[L,H]$. By (b), $C_{kg}=-(E_k-E_g)L_{kg}$ and $C_{gk}=(E_k-E_g)L_{gk}$, so

$$[L,C]_{gg}=\sum_k(L_{gk}C_{kg}-C_{gk}L_{kg})=-2\sum_k(E_k-E_g)L_{gk}L_{kg}.$$

The factor $-\tfrac12$ turns this into the second part. The Lean proof expands the outer commutators with `comm_apply` and the inner one with `comm_hamiltonian_apply`, then compares the sums term by term.

```lean
/-- The diamagnetic term after a gauge change, written as a sum over intermediate states. -/
theorem gaugeY_diag (E : ι → ℝ) (L X Y : Matrix ι ι ℂ) (g : ι) :
    gaugeY E L X Y g g = Y g g + ∑ k, (Complex.I * (L g k * X k g - X g k * L k g)
      + ((E k : ℂ) - E g) * (L g k * L k g)) := by
  simp only [gaugeY, Matrix.add_apply, Matrix.sub_apply, Matrix.smul_apply, smul_eq_mul]
  rw [comm_apply L X, comm_apply L (comm L (hamiltonian E))]
  simp only [comm_hamiltonian_apply]
  rw [Finset.mul_sum, Finset.mul_sum, add_sub_assoc, ← Finset.sum_sub_distrib]
  congr 1
  refine Finset.sum_congr rfl fun k _ => ?_
  ring
```

## (e) Hermiticity after the gauge change

Show that if $L$, $X$ and $Y$ are Hermitian, then

$$(X')^\dagger=X',\qquad (Y')^\dagger=Y'.$$

For Hermitian $A$ and $B$, $[A,B]^\dagger=BA-AB=-[A,B]$. Hence $i[L,H]$ and $i[L,X]$ are Hermitian, because conjugating $i$ gives a second minus sign. With $C=[L,H]$ and $C^\dagger=-C$,

$$[L,C]^\dagger=C^\dagger L-LC^\dagger=-CL+LC=[L,C].$$

Every added term is therefore Hermitian. In the file, `hH` establishes $H^\dagger=H$, `simp only` carries the adjoint through sums and products, and `module` matches the resulting terms.

```lean
/-- For Hermitian `L`, `X` and `Y`, the gauge-transformed operators are again Hermitian. -/
theorem gauge_isHermitian (E : ι → ℝ) {L X Y : Matrix ι ι ℂ}
    (hL : L.IsHermitian) (hX : X.IsHermitian) (hY : Y.IsHermitian) :
    (gaugeX E L X).IsHermitian ∧ (gaugeY E L X Y).IsHermitian := by
  have hH : (hamiltonian E)ᴴ = hamiltonian E := by
    ext i j
    by_cases h : i = j
    · subst h
      simp [hamiltonian]
    · simp [hamiltonian, Matrix.diagonal_apply_ne _ h, Matrix.diagonal_apply_ne _ (Ne.symm h)]
  have hI : star Complex.I = -Complex.I := Complex.conj_I
  have h2 : star (1 / 2 : ℂ) = 1 / 2 := by simp
  constructor
  · unfold Matrix.IsHermitian gaugeX comm
    simp only [conjTranspose_add, conjTranspose_sub, conjTranspose_smul, conjTranspose_mul,
      hL.eq, hX.eq, hH, hI]
    module
  · unfold Matrix.IsHermitian gaugeY comm
    simp only [conjTranspose_add, conjTranspose_sub, conjTranspose_smul, conjTranspose_mul,
      hL.eq, hX.eq, hY.eq, hH, hI, h2, mul_sub, sub_mul, mul_assoc]
    module
```

## (f) Invariance of the total

Let $L$ and $X$ be Hermitian, and let $E_k\ne E_g$ for every $k\ne g$. Show that

$$W_g(X',Y')=W_g(X,Y).$$

In (d), the term $k=g$ vanishes: its energy difference is zero, and the numbers $L_{gg}$ and $X_{gg}$ commute. For $k\ne g$, abbreviate $d=E_k-E_g$, $x=X_{kg}$ and $l=L_{kg}$. Hermiticity gives $X_{gk}=\bar x$ and $L_{gk}=\bar l$. By (c),

$$|X'_{kg}|^2=(\bar x+id\,\bar l)(x-id\,l)=|x|^2+id(\bar l x-\bar x l)+d^2|l|^2.$$

Since $d\ne0$, we may divide by it:

$$\frac{|X'_{kg}|^2-|X_{kg}|^2}{d}=i(\bar l x-\bar x l)+d\,|l|^2.$$

The right-hand side is the $k$th term of the diamagnetic shift in (d). The paramagnetic sum is subtracted in $W_g$, so the two changes cancel for each $k$ separately.

The hypothesis `hE` says that $g$ is nondegenerate. It need not be the ground state, and the other levels may be degenerate among themselves. The matrix $Y$ is arbitrary. In the proof, `Finset.add_sum_erase` separates the term $k=g$, and `key` is the last displayed identity. Within `key`, `Complex.conj_mul'` writes squared moduli as products, `eq_div_iff hd` clears the denominator, and `linear_combination` uses $i^2=-1$.

```lean
/-- Gauge invariance of the total susceptibility: for Hermitian `L` and `X` and a level `g`
degenerate with no other, the second-order energy coefficient is unchanged by the gauge
transformation. -/
theorem secondOrderEnergy_gauge_invariant {E : ι → ℝ} {L X : Matrix ι ι ℂ}
    (Y : Matrix ι ι ℂ) {g : ι} (hE : ∀ k, k ≠ g → E k ≠ E g)
    (hL : L.IsHermitian) (hX : X.IsHermitian) :
    secondOrderEnergy E (gaugeX E L X) (gaugeY E L X Y) g = secondOrderEnergy E X Y g := by
  unfold secondOrderEnergy
  rw [gaugeY_diag, ← Finset.add_sum_erase univ _ (Finset.mem_univ g)]
  -- each diamagnetic shift equals the change of one paramagnetic term
  have key : ∀ k ∈ univ.erase g, Complex.I * (L g k * X k g - X g k * L k g)
      + ((E k : ℂ) - E g) * (L g k * L k g)
      = ((‖gaugeX E L X k g‖ ^ 2 / (E k - E g) : ℝ) : ℂ)
        - ((‖X k g‖ ^ 2 / (E k - E g) : ℝ) : ℂ) := by
    intro k hk
    have hd : (E k : ℂ) - E g ≠ 0 :=
      sub_ne_zero.mpr fun h => hE k (Finset.ne_of_mem_erase hk) (Complex.ofReal_injective h)
    have hXc : conj (X k g) = X g k := hX.apply g k
    have hLc : conj (L k g) = L g k := hL.apply g k
    push_cast
    rw [← Complex.conj_mul', ← Complex.conj_mul', gaugeX_apply]
    simp only [map_sub, map_mul, Complex.conj_I, Complex.conj_ofReal, hXc, hLc]
    rw [← sub_div, eq_div_iff hd]
    linear_combination ((E k : ℂ) - E g) ^ 2 * L g k * L k g * Complex.I_sq
  rw [Finset.sum_congr rfl key, Finset.sum_sub_distrib]
  ring
```

In a calculation on an ion, take non-relativistic electrons of charge $-e$ and mass $m$ in a local potential, with the field along $z$. The orbital part of $X$ is $e/(2m)$ times the $z$ component of the angular momentum, and $Y$ is $e^2/(8m)$ times the sum of $x^2+y^2$ over the electrons, where $x$ and $y$ are now position coordinates. Moving the origin to $\mathbf R$ corresponds to the generator

$$L=\frac{e}{2\hbar}\sum_{\text{electrons}}(R_x\,y-R_y\,x).$$

Taking the angular momentum about the new origin subtracts $\frac{e}{2m}(R_xp_y-R_yp_x)_{kg}$ from each $X_{kg}$, where $\mathbf p$ is the total momentum, and $Y_{gg}$ is recomputed with positions measured from the new origin. For the full operators, the subtracted quantity equals $i(E_k-E_g)L_{kg}$, as in (c). In a truncated basis the momentum elements generally differ from those given by energy gaps and position elements, so the computed total can depend on $\mathbf R$. The cancellation in (f) applies when the shifted matrices are formed from commutators of the finite matrices themselves.

## (g) The diamagnetic term on its own

Start from a gauge with $X=0$, and let $L$ be Hermitian. Show that the diamagnetic term becomes

$$Y'_{gg}=Y_{gg}+\sum_k(E_k-E_g)|L_{kg}|^2.$$

Put $X=0$ in (d) and use $L_{gk}L_{kg}=|L_{kg}|^2$. For the ground state no term is negative, and the shift is positive as soon as $L$ connects $g$ to a higher level. The split into diamagnetic and paramagnetic parts therefore depends on the gauge. This formula does not require $g$ to be nondegenerate. By (d), for Hermitian $X$ it also holds when only the elements $X_{kg}$ vanish, as for a non-relativistic atom in a singlet S state with the origin at the nucleus.

```lean
/-- Without a linear operator, a gauge change with Hermitian `L` shifts the diamagnetic term
by the sum of `(E k - E g) |L k g|²`. -/
theorem diamagnetic_shift (E : ι → ℝ) {L : Matrix ι ι ℂ} (Y : Matrix ι ι ℂ) (g : ι)
    (hL : L.IsHermitian) :
    gaugeY E L 0 Y g g = Y g g + ∑ k, (((E k - E g) * ‖L k g‖ ^ 2 : ℝ) : ℂ) := by
  rw [gaugeY_diag]
  congr 1
  refine Finset.sum_congr rfl fun k _ => ?_
  have hLc : conj (L k g) = L g k := hL.apply g k
  push_cast
  rw [← Complex.conj_mul', hLc]
  simp only [Matrix.zero_apply]
  ring
```

## (h) A Hermitian generator built from the linear operator

For Hermitian $X$ and a nondegenerate level $g$, define a matrix $G$ by

$$G_{mk}=\frac{-i\,X_{mk}}{E_m-E_k}$$

when $m\ne k$ and one of the two indices is $g$, and by $G_{mk}=0$ otherwise.

```lean
/-- The generator with elements `-i X m k / (E m - E k)` between `g` and the other levels, and
zero elsewhere. Its domain is a level `g` degenerate with no other. -/
def diamagneticGenerator (E : ι → ℝ) (X : Matrix ι ι ℂ) (g : ι) : Matrix ι ι ℂ :=
  Matrix.of fun m k => if m ≠ k ∧ (m = g ∨ k = g) then
    -Complex.I * X m k / ((E m : ℂ) - E k) else 0
```

Show that this matrix can serve as a gauge generator:

$$G^\dagger=G.$$

The condition on the indices is symmetric in $m$ and $k$, so the zero elements match. For the others,

$$\overline{G_{km}}=\frac{i\,\overline{X_{km}}}{E_k-E_m}=\frac{i\,X_{mk}}{E_k-E_m}=\frac{-i\,X_{mk}}{E_m-E_k}=G_{mk}.$$

The Lean proof makes the same division into two cases with `by_cases`.

```lean
omit [Fintype ι] in
/-- For Hermitian `X`, the generator `diamagneticGenerator` is Hermitian. -/
theorem diamagneticGenerator_isHermitian (E : ι → ℝ) {X : Matrix ι ι ℂ} (g : ι)
    (hX : X.IsHermitian) : (diamagneticGenerator E X g).IsHermitian := by
  refine Matrix.IsHermitian.ext fun i j => ?_
  simp only [diamagneticGenerator, Matrix.of_apply]
  by_cases h : i ≠ j ∧ (i = g ∨ j = g)
  · have hx : conj (X j i) = X i j := hX.apply i j
    rw [if_pos h, if_pos ⟨h.1.symm, h.2.symm⟩]
    change conj (-Complex.I * X j i / ((E j : ℂ) - E i)) = _
    simp only [map_div₀, map_mul, map_neg, map_sub, Complex.conj_I, Complex.conj_ofReal, hx]
    rw [← neg_sub (E i : ℂ) (E j : ℂ), div_neg]
    ring
  · rw [if_neg h, if_neg fun h' => h ⟨h'.1.symm, h'.2.symm⟩, star_zero]
```

## (i) The whole response as one diagonal element

Let $X$ be Hermitian and $g$ nondegenerate, and let $Y'$ be formed with $L=G$. Show that

$$W_g(X,Y)=Y'_{gg}.$$

By (h) and (f), $W_g(X,Y)=W_g(X',Y')$. For $k\ne g$, (c) gives

$$X'_{kg}=X_{kg}-i(E_k-E_g)\,\frac{-i\,X_{kg}}{E_k-E_g}=X_{kg}-X_{kg}=0.$$

Every paramagnetic term vanishes, which leaves the diamagnetic one. Since $G$ is generally not a function of the electron positions, this is a gauge change only in the wider sense, and there need be no vector potential that produces it. The element $Y'_{gg}$ is negative when the paramagnetic part of the response prevails, whereas the diamagnetic term of an actual vector potential is never negative. The transformation saves no labour in a sum-over-states calculation, because building $G$ takes the same energy gaps and matrix elements as the original sum.

The proof first rewrites with the invariance theorem. `Finset.sum_eq_zero` then reduces the goal to the vanishing of each term, and `hzero` is the displayed cancellation.

```lean
/-- For Hermitian `X` and a level `g` degenerate with no other, the second-order energy
coefficient equals the diamagnetic term alone in the gauge of `diamagneticGenerator`. -/
theorem secondOrderEnergy_eq_diamagnetic {E : ι → ℝ} {X : Matrix ι ι ℂ}
    (Y : Matrix ι ι ℂ) {g : ι} (hE : ∀ k, k ≠ g → E k ≠ E g) (hX : X.IsHermitian) :
    secondOrderEnergy E X Y g = gaugeY E (diamagneticGenerator E X g) X Y g g := by
  rw [← secondOrderEnergy_gauge_invariant Y hE (diamagneticGenerator_isHermitian E g hX) hX]
  unfold secondOrderEnergy
  rw [Finset.sum_eq_zero, sub_zero]
  intro k hk
  have hkg : k ≠ g := Finset.ne_of_mem_erase hk
  have hd : (E k : ℂ) - E g ≠ 0 :=
    sub_ne_zero.mpr fun h => hE k hkg (Complex.ofReal_injective h)
  -- the transformed linear operator no longer couples `g` to `k`
  have hzero : gaugeX E (diamagneticGenerator E X g) X k g = 0 := by
    have hq : diamagneticGenerator E X g k g = -Complex.I * X k g / ((E k : ℂ) - E g) := by
      simp only [diamagneticGenerator, Matrix.of_apply]
      rw [if_pos ⟨hkg, Or.inr trivial⟩]
    have hm := (eq_div_iff hd).mp hq
    rw [gaugeX_apply]
    linear_combination X k g * Complex.I_sq - Complex.I * hm
  rw [hzero]
  simp

end

end SusceptibilityGauge
```

```lean
#print axioms SusceptibilityGauge.gauge_isHermitian
-- 'SusceptibilityGauge.gauge_isHermitian' depends on axioms: [propext, Classical.choice, Quot.sound]
#print axioms SusceptibilityGauge.secondOrderEnergy_gauge_invariant
-- 'SusceptibilityGauge.secondOrderEnergy_gauge_invariant' depends on axioms: [propext, Classical.choice, Quot.sound]
#print axioms SusceptibilityGauge.diamagnetic_shift
-- 'SusceptibilityGauge.diamagnetic_shift' depends on axioms: [propext, Classical.choice, Quot.sound]
#print axioms SusceptibilityGauge.secondOrderEnergy_eq_diamagnetic
-- 'SusceptibilityGauge.secondOrderEnergy_eq_diamagnetic' depends on axioms: [propext, Classical.choice, Quot.sound]
```
